# Integer 2×2 matrices with determinant 1 modulo N lift to determinant exactly 1

## Crystal coordinates and grid coordinates

A linear map of a periodic $N\times N$ grid is modelled here as a $2\times 2$ matrix over the integers modulo $N$. It counts as coming from the crystal exactly when it is the entrywise reduction of an integer matrix of determinant $1$ or $-1$.

This condition expresses a change of primitive basis. A point of a two-dimensional lattice has integer coordinates $x=(x_0,x_1)$ in a primitive basis. Passing to another primitive basis multiplies the coordinate column by an integer matrix whose inverse is also an integer matrix, which means determinant $\pm1$. The value $-1$ reverses the handedness of the basis. Periodic boundary conditions with period $N$ along both basis vectors keep only $x_0$ and $x_1$ modulo $N$.

A matrix can be invertible on the grid without coming from such a basis change. On the $5\times5$ grid, stretching one axis by $2$ is undone by stretching it by $3$, since $2\cdot3=6\equiv1$. Its determinant is $2$, which is neither $1$ nor $-1$ modulo $5$, whereas reduction modulo $5$ sends determinant $\pm1$ to $\pm1$.

## What is claimed

The central theorem, `exists_unimodular_lift`, says that if $\det M\equiv1\pmod N$ for an integer matrix $M$, then there is an integer matrix $U$ with $\det U=1$ and $U_{ij}\equiv M_{ij}\pmod N$ for all $i,j$.

For matrices on the grid, `lifts_iff_det` turns this into a criterion: a matrix comes from an integer matrix of determinant $\pm1$ if and only if its own determinant is $\pm1$ modulo $N$. For a $\Gamma$-centred $N\times N$ k-point mesh, whose points $(n_0\mathbf b_0+n_1\mathbf b_1)/N$ are labelled by $(n_0,n_1)$ modulo $N$, this decides which linear relabellings come from a change of the primitive reciprocal basis $\mathbf b_0,\mathbf b_1$; it concerns the labels only, not energies or symmetry.

In Lean, `Matrix (Fin 2) (Fin 2) ℤ` holds the crystal matrices, with indices $0$ and $1$, and `ZMod N` holds the grid coordinates. The function `gridMatrix N M` reduces every entry of $M$, and `*ᵥ` multiplies a coordinate column from the left. The notation `[ZMOD N]` is congruence modulo $N$.

The theorems concern two dimensions and equal periods along both axes. No lengths or angles enter, so a lift need not be a symmetry operation of the crystal. Lean also admits $N=0$, where congruence is equality and there is no finite grid.

## Making the lower row coprime

Let $N\ge1$ and write
$$M=\begin{pmatrix}a&b\\c&d\end{pmatrix},\qquad ad-bc=1+kN$$
with an integer $k$. A matrix of determinant $1$ must have a coprime lower row, so that row is repaired first.

Choose $s=0$ if $c\ne0$ and $s=1$ if $c=0$. Then $c'=c+sN$ is nonzero. No prime $p$ divides $c'$, $d$ and $N$ together: it would also divide $c=c'-sN$, and hence $ad-bc-kN=1$.

Let $t$ be the product of the primes that divide $c'$ but not $d$, with $t=1$ if there are none, and set $d'=d+tN$. Suppose that a prime $p$ divides both $c'$ and $d'$.

- If $p\mid d$, then $p\mid tN$. Since $p\nmid N$, it follows that $p\mid t$, so $p$ is one of the factors of $t$. None of these divides $d$, a contradiction.
- If $p\nmid d$, then $p$ is a factor of $t$, so $p\mid d'-tN=d$, again a contradiction.

Hence $c'$ and $d'$ are coprime, and there are integers $x,y$ with $xc'+yd'=1$.

## Correcting the upper row

With the new lower row the determinant is
$$ad'-bc'=ad-bc+N(at-bs)=1+mN,\qquad m=k+at-bs.$$
Now set $a'=a-myN$ and $b'=b+mxN$. Then
$$a'd'-b'c'=1+mN-mN(yd'+xc')=1.$$
All four entries have changed by multiples of $N$, so the matrix with rows $(a',b')$ and $(c',d')$ is the required $U$.

## Mirrors and the freedom in the lift

If a grid matrix $A$ has determinant $-1$, let $S=\mathrm{diag}(1,-1)$ and let $\bar S$ be its reduction modulo $N$. The product $A\bar S$ has determinant $1$ and lifts to some $U$ with $\det U=1$. Then $US$ has determinant $-1$ and reduces to $A\bar S\bar S=A$.

For $N\ge1$ lifts are not unique: multiplying a lift on the right by the matrix with rows $(1,N)$ and $(0,1)$ gives a different lift with the same determinant. In general, if $U$ and $V$ have determinant $1$ and the same reduction, then $K=U^{-1}V$ is an integer matrix of determinant $1$ that reduces to the identity, and $V=UK$. Conversely, multiplying $U$ on the right by any such $K$ leaves its action on the grid unchanged.

## The Lean file

```lean
import Mathlib

open Matrix

namespace PeriodicGridBasisChange

/-- The matrix by which an integer matrix `M` acts on the coordinates of a periodic
`N` by `N` grid: every entry is reduced modulo `N`. -/
def gridMatrix (N : ℕ) (M : Matrix (Fin 2) (Fin 2) ℤ) : Matrix (Fin 2) (Fin 2) (ZMod N) :=
  (Int.castRingHom (ZMod N)).mapMatrix M

/-- Transforming crystal coordinates and then wrapping them onto the grid is the same as
wrapping first and then applying the grid matrix. -/
theorem gridMatrix_mulVec (N : ℕ) (M : Matrix (Fin 2) (Fin 2) ℤ) (x : Fin 2 → ℤ) :
    gridMatrix N M *ᵥ (fun i => (x i : ZMod N)) = fun i => (((M *ᵥ x) i : ℤ) : ZMod N) := by
  ext i
  simp [gridMatrix, Matrix.mulVec, dotProduct, Fin.sum_univ_two]

/-- The determinant of the grid matrix is the determinant of the integer matrix
modulo `N`. -/
theorem det_gridMatrix (N : ℕ) (M : Matrix (Fin 2) (Fin 2) ℤ) :
    (gridMatrix N M).det = ((M.det : ℤ) : ZMod N) := by
  simp [gridMatrix, Matrix.det_fin_two]

/-- If `c` is nonzero and no prime divides `c`, `d` and `N` together, then `d` can be shifted
by a multiple of the grid period `N` to become coprime to `c`. -/
theorem exists_coprime_shift (c d N : ℤ) (hc : c ≠ 0)
    (h : ∀ p : ℕ, p.Prime → (p : ℤ) ∣ c → (p : ℤ) ∣ d → ¬ (p : ℤ) ∣ N) :
    ∃ t : ℤ, IsCoprime c (d + t * N) := by
  -- the shift is the product of the primes that divide c but not d
  obtain ⟨T, hT⟩ : ∃ T : ℕ,
      T = ∏ q ∈ c.natAbs.primeFactors.filter (fun q : ℕ => ¬ (q : ℤ) ∣ d), q := ⟨_, rfl⟩
  refine ⟨(T : ℤ), ?_⟩
  rw [Int.isCoprime_iff_gcd_eq_one]
  by_contra hg
  obtain ⟨p, hp, hpg⟩ := Nat.exists_prime_and_dvd hg
  have hpc : (p : ℤ) ∣ c := (Int.natCast_dvd_natCast.mpr hpg).trans (Int.gcd_dvd_left ..)
  have hps : (p : ℤ) ∣ d + T * N :=
    (Int.natCast_dvd_natCast.mpr hpg).trans (Int.gcd_dvd_right ..)
  by_cases hpd : (p : ℤ) ∣ d
  · have hTN : (p : ℤ) ∣ T * N := (dvd_add_right hpd).mp hps
    rcases (Nat.prime_iff_prime_int.mp hp).dvd_or_dvd hTN with h1 | h1
    · have h2 : p ∣ T := Int.natCast_dvd_natCast.mp h1
      rw [hT] at h2
      obtain ⟨q, hq, hpq⟩ := (hp.prime.dvd_finsetProd_iff _).mp h2
      rw [Finset.mem_filter] at hq
      have hpq' : p = q :=
        (Nat.prime_dvd_prime_iff_eq hp (Nat.prime_of_mem_primeFactors hq.1)).mp hpq
      subst hpq'
      exact hq.2 hpd
    · exact h p hp hpc hpd h1
  · have h2 : p ∣ T := by
      rw [hT]
      exact Finset.dvd_prod_of_mem (fun q : ℕ => q) (Finset.mem_filter.mpr
        ⟨Nat.mem_primeFactors.mpr
          ⟨hp, Int.natCast_dvd.mp hpc, Int.natAbs_ne_zero.mpr hc⟩, hpd⟩)
    have h3 : (p : ℤ) ∣ T * N := (Int.natCast_dvd_natCast.mpr h2).mul_right N
    exact hpd ((dvd_add_left h3).mp hps)

/-- An integer matrix whose determinant is 1 modulo `N` is congruent, entry by entry
modulo `N`, to an integer matrix of determinant exactly 1. -/
theorem exists_unimodular_lift (N : ℕ) (M : Matrix (Fin 2) (Fin 2) ℤ)
    (h : M.det ≡ 1 [ZMOD N]) :
    ∃ U : Matrix (Fin 2) (Fin 2) ℤ, U.det = 1 ∧ ∀ i j, U i j ≡ M i j [ZMOD N] := by
  rcases eq_or_ne N 0 with h0 | hN
  · subst h0
    exact ⟨M, by simpa [Int.modEq_zero_iff] using h, fun i j => Int.ModEq.refl _⟩
  have hNz : (N : ℤ) ≠ 0 := by exact_mod_cast hN
  obtain ⟨k, hk⟩ := h.symm.dvd
  rw [Matrix.det_fin_two] at hk
  -- make the lower left entry nonzero
  obtain ⟨s, hs⟩ : ∃ s : ℤ, M 1 0 + s * N ≠ 0 := by
    by_cases h1 : M 1 0 = 0
    · exact ⟨1, by rw [h1, zero_add, one_mul]; exact hNz⟩
    · exact ⟨0, by rw [zero_mul, add_zero]; exact h1⟩
  -- make the lower row coprime
  obtain ⟨t, x, y, hxy⟩ := exists_coprime_shift (M 1 0 + s * N) (M 1 1) N hs (by
    rintro p hp ⟨u, hu⟩ ⟨v, hv⟩ ⟨w, hw⟩
    have h1 : (p : ℤ) ∣ 1 := ⟨M 0 0 * v - M 0 1 * u + (M 0 1 * s - k) * w, by
      linear_combination M 0 0 * hv - M 0 1 * hu + (M 0 1 * s - k) * hw - hk⟩
    have h2 : p ∣ 1 := by exact_mod_cast h1
    exact hp.one_lt.ne' (Nat.dvd_one.mp h2))
  -- correct the upper row with the Bezout coefficients
  obtain ⟨m, hm⟩ : ∃ m : ℤ, m = k + M 0 0 * t - M 0 1 * s := ⟨_, rfl⟩
  have key : ∀ a z : ℤ, a + z * N ≡ a [ZMOD N] := fun a z =>
    Int.modEq_iff_dvd.mpr ⟨-z, by ring⟩
  refine ⟨!![M 0 0 + (-(m * y)) * N, M 0 1 + (m * x) * N;
    M 1 0 + s * N, M 1 1 + t * N], ?_, ?_⟩
  · rw [Matrix.det_fin_two_of]
    linear_combination hk - m * N * hxy - N * hm
  · exact Fin.forall_fin_two.mpr
      ⟨Fin.forall_fin_two.mpr ⟨key (M 0 0) (-(m * y)), key (M 0 1) (m * x)⟩,
        Fin.forall_fin_two.mpr ⟨key (M 1 0) s, key (M 1 1) t⟩⟩

/-- Every matrix of determinant 1 on the periodic grid is the grid matrix of an integer
matrix of determinant 1. -/
theorem exists_lift_of_det_one (N : ℕ) (A : Matrix (Fin 2) (Fin 2) (ZMod N))
    (hA : A.det = 1) :
    ∃ U : Matrix (Fin 2) (Fin 2) ℤ, U.det = 1 ∧ gridMatrix N U = A := by
  choose f hf using ZMod.intCast_surjective (n := N)
  have hM : gridMatrix N (A.map f) = A := by
    ext i j
    simp [gridMatrix, hf]
  have hdet : (A.map f).det ≡ 1 [ZMOD N] := by
    rw [← ZMod.intCast_eq_intCast_iff, ← det_gridMatrix, hM, hA, Int.cast_one]
  obtain ⟨U, hU, hUM⟩ := exists_unimodular_lift N _ hdet
  refine ⟨U, hU, ?_⟩
  ext i j
  have h1 := (ZMod.intCast_eq_intCast_iff _ _ _).mpr (hUM i j)
  rw [Matrix.map_apply, hf] at h1
  simpa [gridMatrix] using h1

/-- A matrix on the periodic grid comes from an integer matrix of determinant 1 or -1
if and only if its own determinant is 1 or -1 modulo `N`. -/
theorem lifts_iff_det (N : ℕ) (A : Matrix (Fin 2) (Fin 2) (ZMod N)) :
    (∃ U : Matrix (Fin 2) (Fin 2) ℤ, (U.det = 1 ∨ U.det = -1) ∧ gridMatrix N U = A) ↔
      (A.det = 1 ∨ A.det = -1) := by
  constructor
  · rintro ⟨U, hU, rfl⟩
    rw [det_gridMatrix]
    rcases hU with hU | hU
    · left; simp [hU]
    · right; simp [hU]
  · rintro (hA | hA)
    · obtain ⟨U, hU, hUA⟩ := exists_lift_of_det_one N A hA
      exact ⟨U, Or.inl hU, hUA⟩
    · -- compose with a mirror, lift, and undo the mirror
      obtain ⟨S, hS⟩ : ∃ S : Matrix (Fin 2) (Fin 2) ℤ, S = !![1, 0; 0, -1] := ⟨_, rfl⟩
      have hSS : S * S = 1 := by
        rw [hS, Matrix.mul_fin_two, Matrix.one_fin_two]; norm_num
      have hSd : S.det = -1 := by rw [hS, Matrix.det_fin_two_of]; norm_num
      obtain ⟨U, hU, hUA⟩ := exists_lift_of_det_one N (A * gridMatrix N S) (by
        rw [Matrix.det_mul, hA, det_gridMatrix, hSd]; simp)
      refine ⟨U * S, Or.inr (by rw [Matrix.det_mul, hU, hSd, one_mul]), ?_⟩
      have h1 : gridMatrix N (U * S) = gridMatrix N U * gridMatrix N S := map_mul _ _ _
      have h2 : gridMatrix N S * gridMatrix N S = 1 := by
        have h3 : gridMatrix N (S * S) = gridMatrix N S * gridMatrix N S := map_mul _ _ _
        rw [← h3, hSS]
        exact map_one _
      rw [h1, hUA, mul_assoc, h2, mul_one]

/-- Two integer matrices of determinant 1 act identically on the grid if and only if they
differ by a right factor of determinant 1 that acts as the identity on the grid. -/
theorem same_grid_action_iff (N : ℕ) (U V : Matrix (Fin 2) (Fin 2) ℤ)
    (hU : U.det = 1) (hV : V.det = 1) :
    gridMatrix N U = gridMatrix N V ↔
      ∃ K : Matrix (Fin 2) (Fin 2) ℤ, K.det = 1 ∧ gridMatrix N K = 1 ∧ V = U * K := by
  have hmul : ∀ P Q : Matrix (Fin 2) (Fin 2) ℤ,
      gridMatrix N (P * Q) = gridMatrix N P * gridMatrix N Q := fun P Q => map_mul _ _ _
  constructor
  · intro h
    have hVK : V = U * (U.adjugate * V) := by
      rw [← mul_assoc, Matrix.mul_adjugate, hU, one_smul, one_mul]
    refine ⟨U.adjugate * V, ?_, ?_, hVK⟩
    · have h1 := congrArg Matrix.det hVK
      rw [Matrix.det_mul, hU, hV, one_mul] at h1
      exact h1.symm
    · rw [hmul, ← h, ← hmul, Matrix.adjugate_mul, hU, one_smul]
      exact map_one _
  · rintro ⟨K, -, hK, rfl⟩
    rw [hmul, hK, mul_one]

/-- On the 5 by 5 grid, stretching one axis by 2 is invertible, yet it comes from no integer
matrix of determinant 1 or -1. -/
theorem invertible_without_lift :
    (!![2, 0; 0, 1] * !![3, 0; 0, 1] : Matrix (Fin 2) (Fin 2) (ZMod 5)) = 1 ∧
      ¬ ∃ U : Matrix (Fin 2) (Fin 2) ℤ,
        (U.det = 1 ∨ U.det = -1) ∧ gridMatrix 5 U = !![2, 0; 0, 1] := by
  constructor
  · decide
  · rw [lifts_iff_det, Matrix.det_fin_two_of]
    decide

end PeriodicGridBasisChange
```

```lean
#print axioms PeriodicGridBasisChange.gridMatrix_mulVec
#print axioms PeriodicGridBasisChange.exists_unimodular_lift
#print axioms PeriodicGridBasisChange.same_grid_action_iff
#print axioms PeriodicGridBasisChange.invertible_without_lift
```

```
'PeriodicGridBasisChange.gridMatrix_mulVec' depends on axioms: [propext, Classical.choice, Quot.sound]
'PeriodicGridBasisChange.exists_unimodular_lift' depends on axioms: [propext, Classical.choice, Quot.sound]
'PeriodicGridBasisChange.same_grid_action_iff' depends on axioms: [propext, Classical.choice, Quot.sound]
'PeriodicGridBasisChange.invertible_without_lift' depends on axioms: [propext, Classical.choice, Quot.sound]
```

## How the proof follows the calculation

`gridMatrix_mulVec` justifies the model: transforming and then wrapping agrees with wrapping and then transforming. `det_gridMatrix` says that reduction commutes with the determinant.

`exists_coprime_shift` is the prime argument, with `T` for the product of primes. It assumes a greatest common divisor different from $1$, extracts a prime `p` from it, and splits on whether `p` divides `d`.

In `exists_unimodular_lift`, the entries `M 0 0`, `M 0 1`, `M 1 0` and `M 1 1` are $a,b,c,d$. The case $N=0$ is settled first, with $M$ itself as the lift. The first `linear_combination` shows that a common prime would divide $1$. The second verifies the determinant of the corrected matrix from the equations for $k$, $m$ and the Bézout relation. The auxiliary statement `key` supplies the four congruences.

`exists_lift_of_det_one` transfers the result to the grid: `choose` picks an integer representative for each residue, and the central theorem corrects the resulting matrix. `lifts_iff_det` adds the mirror argument, and its forward direction reduces the determinant.

`same_grid_action_iff` writes $U^{-1}$ as `U.adjugate`, which is the inverse because $\det U=1$. In `invertible_without_lift`, `decide` checks the product of the two stretches; after the criterion has been applied, it also checks that $2$ is not $\pm1$ modulo $5$.
